# The infinite-swapping estimator on a finite state space: unbiased under the product law, with no larger variance

Take $M$ replicas of a system with a finite set $\Omega$ of states, and let replica $j$ have a strictly positive, normalised law $p_j$ on $\Omega$. A configuration $x$ assigns a state $x_j$ to each replica and has probability $\pi(x)=\prod_j p_j(x_j)$. For an observable $A$ on $\Omega$ and a replica $k$, define
$$E(x)=\sum_s w_s(x)\,A(x_{s(k)}),\qquad w_s(x)=\frac{\prod_j p_j(x_{s(j)})}{\sum_t\prod_j p_j(x_{t(j)})},$$
where $s$ and $t$ run over the $M!$ permutations of the replicas. Then the $\pi$-average of $E$ is the average $\langle A\rangle_k$ of $A$ under $p_k$, and the $\pi$-variance of $E$ is at most that of $A(x_k)$, which is the variance of $A$ under $p_k$. For $M\ge 2$ the two variances agree exactly when $A$ is constant.

In parallel tempering $p_j$ is the Boltzmann law $e^{-\beta_j U}/Z_j$ of an energy $U$ at inverse temperature $\beta_j$, with partition function $Z_j$, and $\pi$ is the target law, which the exchange moves leave invariant. For one configuration drawn from $\pi$ on a finite state space, the result says that reading $A$ from all replicas with the weights $w_s$ is at least as precise as reading it from replica $k$ alone.

## Averages, the product law and the weights

The file rests on Mathlib.

In Lean 4 with Mathlib:

```lean
import Mathlib

open Finset

namespace InfiniteSwapping

noncomputable section
```

For a real function $\mu$ and an observable $F$ on a finite set, the average is $\langle F\rangle_\mu=\sum_x\mu(x)F(x)$.

```lean
/-- Average of an observable `F` over a law `μ` on a finite set. -/
def mean {X : Type*} [Fintype X] (μ F : X → ℝ) : ℝ := ∑ x, μ x * F x
```

The variance is $\operatorname{Var}_\mu F=\langle(F-\langle F\rangle_\mu)^2\rangle_\mu$. Neither definition divides by the total mass of $\mu$, so both have their statistical meaning only when $\mu$ sums to one.

```lean
/-- Variance of an observable `F` under a law `μ` on a finite set. -/
def var {X : Type*} [Fintype X] (μ F : X → ℝ) : ℝ := mean μ fun x => (F x - mean μ F) ^ 2
```

The replicas form a finite type `ι` with $M$ = `Fintype.card ι` elements. An index $j$ labels a law, that is a temperature, and `p j y` is $p_j(y)$. A configuration is a function `x : ι → Ω`, and the product form of $\pi$ states that at equilibrium the replicas are statistically independent.

```lean
variable {ι Ω : Type*} [Fintype ι] [DecidableEq ι]

/-- Product law `π(x) = ∏ⱼ pⱼ(xⱼ)` of the replica configuration `x`. -/
def prodLaw (p : ι → Ω → ℝ) (x : ι → Ω) : ℝ := ∏ j, p j (x j)
```

A permutation $s$ acts by composition, $(x\circ s)_j=x_{s(j)}$, so replica $j$ receives the state that replica $s(j)$ held. The sum of $\pi$ over all such rearrangements is $\rho(x)=\sum_s\pi(x\circ s)$.

```lean
/-- Sum of the product law over all permutations of the states among the replicas. -/
def permSum (p : ι → Ω → ℝ) (x : ι → Ω) : ℝ := ∑ s : Equiv.Perm ι, prodLaw p (x ∘ s)
```

Division by the number of permutations gives the symmetrised law $\bar\pi(x)=\rho(x)/M!$.

```lean
/-- Symmetrised law: the product law averaged over the `M!` permutations. -/
def symLaw (p : ι → Ω → ℝ) (x : ι → Ω) : ℝ := permSum p x / ((Fintype.card ι).factorial : ℝ)
```

The weight of a permutation is $w_s(x)=\pi(x\circ s)/\rho(x)$. For Boltzmann laws the factor $\prod_j Z_j^{-1}$ cancels between numerator and denominator.

```lean
/-- Infinite-swapping weight of the permutation `s`, proportional to `∏ⱼ pⱼ(x_{s j})`. -/
def weight (p : ι → Ω → ℝ) (s : Equiv.Perm ι) (x : ι → Ω) : ℝ :=
  prodLaw p (x ∘ s) / permSum p x
```

The estimator is defined for any real observable $F$ of the whole configuration, $E_F(x)=\sum_s w_s(x)F(x\circ s)$. The choice $F(x)=A(x_k)$ gives $F(x\circ s)=A(x_{s(k)})$ and hence the $E$ above.

```lean
/-- Infinite-swapping estimator: the observable `F` of the permuted configuration,
averaged over permutations with the infinite-swapping weights. -/
def insEst (p : ι → Ω → ℝ) (F : (ι → Ω) → ℝ) (x : ι → Ω) : ℝ :=
  ∑ s : Equiv.Perm ι, weight p s x * F (x ∘ s)
```

## The weights are a probability over permutations

The hypothesis `hp : ∀ j y, 0 < p j y` says that every state is accessible to every replica, as it is for Boltzmann laws with finite energies. A state that is excluded for every replica can be left out of $\Omega$; a state that is excluded for some replicas but not for others is not covered. Under it $\pi(z)>0$ for every configuration $z$. The sum $\rho(x)$ has positive terms and contains at least the identity permutation, so $\rho(x)>0$, each $w_s(x)>0$, and $\sum_s w_s(x)=\rho(x)/\rho(x)=1$.

```lean
/-- For positive laws the normalising sum is positive, and the weights are positive
and add up to one. -/
theorem weight_prob {p : ι → Ω → ℝ} (hp : ∀ j y, 0 < p j y) (x : ι → Ω) :
    0 < permSum p x ∧ (∀ s, 0 < weight p s x) ∧ ∑ s, weight p s x = 1 := by
  have hπ : ∀ z : ι → Ω, 0 < prodLaw p z := fun z => prod_pos fun j _ => hp j _
  have h : 0 < permSum p x := sum_pos (fun s _ => hπ _) ⟨1, mem_univ _⟩
  refine ⟨h, fun s => div_pos (hπ _) h, ?_⟩
  simp only [weight]
  rw [← sum_div]
  exact div_self h.ne'
```

## The estimator depends only on the collection of states

For a permutation $t$ one has $(x\circ t)\circ s=x\circ(ts)$, and $s\mapsto ts$ is a bijection of the permutation group. Therefore $\sum_s H((x\circ t)\circ s)=\sum_s H(x\circ s)$ for every function $H$ of the configuration. With $H=\pi$ this gives $\rho(x\circ t)=\rho(x)$, and with $H(y)=\pi(y)F(y)/\rho(x)$ at fixed $x$ it gives $E_F(x\circ t)=E_F(x)$.

```lean
/-- The estimator is unchanged when the states are permuted among the replicas. -/
theorem insEst_perm (p : ι → Ω → ℝ) (F : (ι → Ω) → ℝ) (x : ι → Ω) (t : Equiv.Perm ι) :
    insEst p F (x ∘ t) = insEst p F x := by
  -- left multiplication by `t` reorders the permutation group
  have shift : ∀ H : (ι → Ω) → ℝ,
      ∑ s : Equiv.Perm ι, H ((x ∘ t) ∘ s) = ∑ s : Equiv.Perm ι, H (x ∘ s) :=
    fun H => Fintype.sum_equiv (Equiv.mulLeft t) _ _ fun s => rfl
  have h : permSum p (x ∘ t) = permSum p x := shift (prodLaw p)
  unfold insEst weight
  rw [h]
  exact shift fun y => prodLaw p y / permSum p x * F y
```

The local statement `shift` is the reindexing by `Equiv.mulLeft t`, used once for each choice of $H$.

## Symmetrising a sum over configurations

For fixed $s$ the map $x\mapsto x\circ s$ is a bijection of the configurations with inverse $x\mapsto x\circ s^{-1}$, so $\sum_x H(x\circ s)=\sum_x H(x)$. Summing over $s$ and exchanging the two sums gives
$$\sum_x\sum_s H(x\circ s)=M!\sum_x H(x).$$
From here on $\Omega$ is finite.

```lean
variable [Fintype Ω]

/-- Summing a function over all configurations and all their permutations gives `M!` times
its sum over configurations. -/
theorem sum_perm_comp (H : (ι → Ω) → ℝ) :
    ∑ x : ι → Ω, ∑ s : Equiv.Perm ι, H (x ∘ s)
      = ((Fintype.card ι).factorial : ℝ) * ∑ x, H x := by
  have h : ∀ s : Equiv.Perm ι, ∑ x : ι → Ω, H (x ∘ s) = ∑ x, H x := fun s =>
    Fintype.sum_equiv
      (⟨fun x => x ∘ s, fun x => x ∘ s.symm, fun x => by ext i; simp,
        fun x => by ext i; simp⟩ : (ι → Ω) ≃ (ι → Ω)) _ _ fun _ => rfl
  rw [sum_comm]
  simp only [h, sum_const, card_univ, Fintype.card_perm, nsmul_eq_mul]
```

## Estimator and observable agree against symmetric functions

Let $G$ be any function with $G(x\circ s)=G(x)$ for all $x$ and $s$. The symmetrisation identity, applied first to $H=\pi G E_F$ and at the end to $H=\pi G F$, gives
$$M!\,\langle G E_F\rangle_\pi=\sum_x\sum_s\pi(x\circ s)\,G(x)E_F(x)=\sum_x\rho(x)\,G(x)E_F(x)$$
$$=\sum_x G(x)\sum_s\pi(x\circ s)F(x\circ s)=M!\,\langle G F\rangle_\pi .$$
The first equality uses the invariance of $G$ and $E_F$, the third uses $\rho\,w_s=\pi(x\circ s)$, which holds because $\rho\neq0$, and the fourth uses the invariance of $G$ again. Together with its own invariance, this identity is what characterises $E_F$ as the conditional average of $F$ given the unordered collection of states.

```lean
/-- For every permutation-invariant function `G`, the `π`-average of `G` times the estimator
equals the `π`-average of `G` times the observable. -/
theorem mean_mul_insEst {p : ι → Ω → ℝ} (hp : ∀ j y, 0 < p j y) (F G : (ι → Ω) → ℝ)
    (hG : ∀ (x : ι → Ω) (s : Equiv.Perm ι), G (x ∘ s) = G x) :
    mean (prodLaw p) (fun x => G x * insEst p F x) = mean (prodLaw p) fun x => G x * F x := by
  have hM : ((Fintype.card ι).factorial : ℝ) ≠ 0 :=
    Nat.cast_ne_zero.mpr (Nat.factorial_ne_zero _)
  have h1 := sum_perm_comp fun x => prodLaw p x * (G x * insEst p F x)
  have h2 := sum_perm_comp fun x => prodLaw p x * (G x * F x)
  apply mul_left_cancel₀ hM
  -- symmetrise both averages, then compare configuration by configuration
  refine h1.symm.trans (Eq.trans ?_ h2)
  refine sum_congr rfl fun x _ => ?_
  simp only [hG, insEst_perm]
  have hx := (weight_prob hp x).1.ne'
  rw [← sum_mul]
  change permSum p x * _ = _
  rw [insEst, mul_sum, mul_sum]
  refine sum_congr rfl fun s _ => ?_
  rw [weight]
  field_simp
```

The two uses of the identity are `h1` and `h2`. The step `mul_left_cancel₀ hM` multiplies the goal by $M!$, `simp only [hG, insEst_perm]` removes the permutations from $G$ and $E_F$, and `field_simp` cancels $\rho(x)$ term by term.

## The mean is unchanged

The choice $G=1$ gives $\langle E_F\rangle_\pi=\langle F\rangle_\pi$.

```lean
/-- The estimator has the same `π`-average as the observable. -/
theorem mean_insEst {p : ι → Ω → ℝ} (hp : ∀ j y, 0 < p j y) (F : (ι → Ω) → ℝ) :
    mean (prodLaw p) (insEst p F) = mean (prodLaw p) F := by
  have h := mean_mul_insEst hp F (fun _ => 1) fun _ _ => rfl
  simpa only [one_mul] using h
```

The same value results when configurations are weighted by $\bar\pi$. Since $E_F$ is invariant,
$$M!\,\langle E_F\rangle_{\bar\pi}=\sum_x\rho(x)E_F(x)=\sum_x\sum_s\pi(x\circ s)E_F(x\circ s)=M!\,\langle E_F\rangle_\pi=M!\,\langle F\rangle_\pi .$$
The average on the right remains a $\pi$-average: the weights recover it from configurations in which the assignment of states to temperatures has been averaged out.

```lean
/-- The average of the estimator under the symmetrised law equals the `π`-average of the
observable. -/
theorem mean_symLaw_insEst {p : ι → Ω → ℝ} (hp : ∀ j y, 0 < p j y) (F : (ι → Ω) → ℝ) :
    mean (symLaw p) (insEst p F) = mean (prodLaw p) F := by
  have hM : ((Fintype.card ι).factorial : ℝ) ≠ 0 :=
    Nat.cast_ne_zero.mpr (Nat.factorial_ne_zero _)
  have h1 := sum_perm_comp fun x => prodLaw p x * insEst p F x
  rw [← mean_insEst hp F]
  apply mul_left_cancel₀ hM
  refine Eq.trans ?_ h1
  simp only [mean, symLaw, insEst_perm, mul_sum]
  refine sum_congr rfl fun x _ => ?_
  rw [← sum_mul]
  change _ = permSum p x * _
  field_simp
```

## The variance splits into two non-negative parts

Write $m=\langle F\rangle_\pi=\langle E_F\rangle_\pi$. For every configuration,
$$(F-m)^2=(E_F-m)^2+(F-E_F)^2+2(E_F-m)F-2(E_F-m)E_F .$$
The function $G=E_F-m$ is permutation invariant, so $\langle(E_F-m)F\rangle_\pi=\langle(E_F-m)E_F\rangle_\pi$ and the last two terms cancel on average:
$$\operatorname{Var}_\pi F=\operatorname{Var}_\pi E_F+\langle(F-E_F)^2\rangle_\pi .$$

```lean
/-- The `π`-variance of the observable is the `π`-variance of the estimator plus the mean
squared difference between observable and estimator. -/
theorem var_decomp {p : ι → Ω → ℝ} (hp : ∀ j y, 0 < p j y) (F : (ι → Ω) → ℝ) :
    var (prodLaw p) F = var (prodLaw p) (insEst p F)
      + mean (prodLaw p) fun x => (F x - insEst p F x) ^ 2 := by
  have hm := mean_insEst hp F
  -- the cross term vanishes since the centred estimator is permutation invariant
  have hc := mean_mul_insEst hp F (fun x => insEst p F x - mean (prodLaw p) F)
    fun x s => by simp only [insEst_perm]
  unfold var
  rw [hm]
  generalize mean (prodLaw p) F = m at hc ⊢
  simp only [mean] at hc ⊢
  have key : ∀ x, prodLaw p x * (F x - m) ^ 2
      = prodLaw p x * (insEst p F x - m) ^ 2 + prodLaw p x * (F x - insEst p F x) ^ 2
        + 2 * (prodLaw p x * ((insEst p F x - m) * F x))
        - 2 * (prodLaw p x * ((insEst p F x - m) * insEst p F x)) := fun x => by ring
  simp only [key, sum_add_distrib, sum_sub_distrib, ← mul_sum]
  linarith
```

Here `key` is the pointwise identity multiplied by $\pi(x)$, `hc` is the equality of the two cross terms, and `linarith` combines them after summation. The theorems so far assume positivity only. They hold for unnormalised $p_j$ as identities between weighted sums, where `var` is then not a variance.

## The marginal of the product law

Normalisation, the hypothesis `hsum : ∀ j, ∑ y, p j y = 1`, enters when the other replicas are summed out. Put $f_k(y)=p_k(y)A(y)$ and $f_j(y)=p_j(y)$ for $j\ne k$. Then $\pi(x)A(x_k)=\prod_j f_j(x_j)$, and a sum of products over all configurations factorises:
$$\langle A(x_k)\rangle_\pi=\sum_x\prod_j f_j(x_j)=\prod_j\sum_y f_j(y)=\sum_y p_k(y)A(y)=\langle A\rangle_k ,$$
because each factor with $j\neq k$ equals one.

```lean
/-- For normalised laws the `π`-average of `A(x_k)` is the average of `A` under `p_k`. -/
theorem mean_marginal {p : ι → Ω → ℝ} (hsum : ∀ j, ∑ y, p j y = 1) (k : ι) (A : Ω → ℝ) :
    mean (prodLaw p) (fun x => A (x k)) = mean (p k) A := by
  have h := Finset.prod_univ_sum (fun _ : ι => (univ : Finset Ω))
    fun j y => p j y * if j = k then A y else 1
  rw [Fintype.piFinset_univ] at h
  -- every factor with `j ≠ k` sums to one
  have hL : ∏ j, ∑ y, (p j y * if j = k then A y else 1) = ∑ y, p k y * A y := by
    rw [prod_eq_single k]
    · simp
    · intro j _ hj
      simp [hj, hsum]
    · simp
  calc mean (prodLaw p) (fun x => A (x k))
      = ∑ x : ι → Ω, ∏ j, (p j (x j) * if j = k then A (x j) else 1) := by
        simp only [mean, prodLaw, prod_mul_distrib, prod_ite_eq', mem_univ, if_true]
    _ = mean (p k) A := h.symm.trans hL
```

The factorisation is `Finset.prod_univ_sum`, and `hL` keeps the single factor $j=k$ by `prod_eq_single`.

## Mean and variance for one replica's observable

Take $F(x)=A(x_k)$. The unchanged mean and the marginal give $\langle E\rangle_\pi=\langle A(x_k)\rangle_\pi=\langle A\rangle_k$. The marginal identity applied to the observable $(A-\langle A\rangle_k)^2$ gives $\operatorname{Var}_\pi A(x_k)=\operatorname{Var}_{p_k}A$. The term $\langle(F-E)^2\rangle_\pi$ is a sum of non-negative terms, so dropping it from the splitting gives $\operatorname{Var}_\pi E\le\operatorname{Var}_\pi A(x_k)$.

```lean
/-- For positive normalised laws the infinite-swapping estimator of `A(x_k)` has `π`-average
`⟨A⟩_k`, and its `π`-variance is at most that of `A(x_k)`, which is the variance of `A`
under `p_k`. -/
theorem infinite_swapping {p : ι → Ω → ℝ} (hp : ∀ j y, 0 < p j y)
    (hsum : ∀ j, ∑ y, p j y = 1) (k : ι) (A : Ω → ℝ) :
    mean (prodLaw p) (insEst p fun x => A (x k)) = mean (p k) A ∧
    var (prodLaw p) (fun x => A (x k)) = var (p k) A ∧
    var (prodLaw p) (insEst p fun x => A (x k)) ≤ var (prodLaw p) fun x => A (x k) := by
  refine ⟨(mean_insEst hp _).trans (mean_marginal hsum k A), ?_, ?_⟩
  · unfold var
    rw [mean_marginal hsum k A]
    exact mean_marginal hsum k fun y => (A y - mean (p k) A) ^ 2
  · refine le_of_le_of_eq (le_add_of_nonneg_right ?_) (var_decomp hp fun x => A (x k)).symm
    exact sum_nonneg fun x _ => mul_nonneg (prod_pos fun j _ => hp j _).le (sq_nonneg _)
```

In words, for any finite set of replicas, any finite $\Omega$, any positive normalised laws, any replica `k` and any real function `A` on $\Omega$, the three conjuncts are these three statements in order. The laws are arbitrary: nothing requires a common energy function or an ordering of temperatures.

## Equality of the variances

Suppose $M\ge2$, which is the assumption `Nontrivial ι`, and suppose the variances agree. Then $\sum_x\pi(x)(F(x)-E(x))^2=0$, and since every $\pi(x)$ is positive, $F(x)=E(x)$ for all $x$. Given states $y$ and $z$, let $x_k=y$ and $x_i=z$ for every $i\neq k$, choose a replica $j\ne k$, and let $\tau$ be the transposition of $k$ and $j$. Then
$$A(y)=F(x)=E(x)=E(x\circ\tau)=F(x\circ\tau)=A(x_j)=A(z).$$
Conversely, if $A$ is constant then $E(x)=A(x_k)\sum_s w_s(x)=A(x_k)$ and the variances coincide.

```lean
/-- For positive laws and at least two replicas, the estimator has the same `π`-variance as `A(x_k)`
exactly when `A` is constant. -/
theorem var_eq_iff [Nontrivial ι] {p : ι → Ω → ℝ} (hp : ∀ j y, 0 < p j y) (k : ι)
    (A : Ω → ℝ) :
    var (prodLaw p) (insEst p fun x => A (x k)) = var (prodLaw p) (fun x => A (x k))
      ↔ ∀ y z, A y = A z := by
  constructor
  · intro h y z
    have hπ : ∀ x : ι → Ω, 0 < prodLaw p x := fun x => prod_pos fun j _ => hp j _
    have hd := var_decomp hp fun x => A (x k)
    rw [h] at hd
    have h0 : ∑ x, prodLaw p x * (A (x k) - insEst p (fun x => A (x k)) x) ^ 2 = 0 :=
      add_left_cancel (hd.symm.trans (add_zero _).symm)
    -- the observable coincides with its estimator, so it is permutation invariant
    have hF : ∀ x : ι → Ω, A (x k) = insEst p (fun x => A (x k)) x := fun x => by
      have hx := (sum_eq_zero_iff_of_nonneg
        fun x _ => mul_nonneg (hπ x).le (sq_nonneg _)).mp h0 x (mem_univ x)
      have h2 := (mul_eq_zero.mp hx).resolve_left (hπ x).ne'
      exact sub_eq_zero.mp ((pow_eq_zero_iff two_ne_zero).mp h2)
    obtain ⟨j, hj⟩ := exists_ne k
    have hs := (hF fun i => if i = k then y else z).trans
      ((insEst_perm p _ _ (Equiv.swap k j)).symm.trans (hF _).symm)
    simpa [hj] using hs
  · intro hA
    have hE : (insEst p fun x => A (x k)) = fun x => A (x k) := by
      funext x
      show ∑ s : Equiv.Perm ι, weight p s x * A ((x ∘ s) k) = A (x k)
      calc ∑ s : Equiv.Perm ι, weight p s x * A ((x ∘ s) k)
          = ∑ s : Equiv.Perm ι, weight p s x * A (x k) :=
            sum_congr rfl fun s _ => by rw [hA ((x ∘ s) k) (x k)]
        _ = A (x k) := by rw [← sum_mul, (weight_prob hp x).2.2, one_mul]
    rw [hE]

end

end InfiniteSwapping
```

```lean
#print axioms InfiniteSwapping.mean_symLaw_insEst
#print axioms InfiniteSwapping.infinite_swapping
#print axioms InfiniteSwapping.var_eq_iff
```

```
'InfiniteSwapping.mean_symLaw_insEst' depends on axioms: [propext, Classical.choice, Quot.sound]
'InfiniteSwapping.infinite_swapping' depends on axioms: [propext, Classical.choice, Quot.sound]
'InfiniteSwapping.var_eq_iff' depends on axioms: [propext, Classical.choice, Quot.sound]
```

The forward direction follows the argument line by line: `h0` is the vanishing sum, `hF` the pointwise equality, and `hs` the chain through `Equiv.swap k j`. Constancy is written `∀ y z, A y = A z`. Together with the inequality, the equivalence makes the variance strictly smaller for every non-constant $A$ when $M\ge2$; it gives no bound on the size of the reduction.

## One replica, and two replicas with two states

The cases below are ordinary arithmetic with the definitions and are not theorems of the file.

For $M=1$ the only permutation is the identity, its weight is one, and $E(x)=A(x_k)$. The inequality is then an equality for every $A$, constant or not, so the equality criterion does need a second replica.

For $M=2$ take $\Omega=\{0,1\}$, a cold replica $c$ with $p_c(0)=\tfrac34$, $p_c(1)=\tfrac14$, and a hot replica $h$ with $p_h(0)=p_h(1)=\tfrac12$ (for a common energy this is the infinite-temperature case $\beta_h=0$). Let $k=c$ and $A(y)=y$, so that $\langle A\rangle_c=\tfrac14$ and $\operatorname{Var}_{p_c}A=\tfrac14\cdot\tfrac34=\tfrac{3}{16}$. With $e$ the identity, the exchange has weight $1-w_e$.

| $(x_c,x_h)$ | $\pi$ | $\rho$ | $w_e$ | $A(x_c)$ | $E$ |
|---|---|---|---|---|---|
| $(0,0)$ | $3/8$ | $3/4$ | $1/2$ | $0$ | $0$ |
| $(0,1)$ | $3/8$ | $1/2$ | $3/4$ | $0$ | $1/4$ |
| $(1,0)$ | $1/8$ | $1/2$ | $1/4$ | $1$ | $1/4$ |
| $(1,1)$ | $1/8$ | $1/4$ | $1/2$ | $1$ | $1$ |

The mean is $\langle E\rangle_\pi=(\tfrac38+\tfrac18)\tfrac14+\tfrac18=\tfrac14$. The second moment is $\tfrac12\cdot\tfrac1{16}+\tfrac18=\tfrac5{32}$, so $\operatorname{Var}_\pi E=\tfrac5{32}-\tfrac1{16}=\tfrac3{32}$, half of $\tfrac3{16}$. The remainder is $\langle(A(x_c)-E)^2\rangle_\pi=\tfrac38\cdot\tfrac1{16}+\tfrac18\cdot\tfrac9{16}=\tfrac3{32}$, as the splitting requires. The symmetrised law $\rho/2$ takes the values $\tfrac38,\tfrac14,\tfrac14,\tfrac18$ and again gives the mean $\tfrac14$.

## Static averages and sampling dynamics

The name infinite swapping refers to the limit of replica exchange in which swaps are attempted at an unbounded rate. No dynamics appears in the theorems: there is no Markov chain, no swap rate and no limit, and the weights are defined, not obtained from such a limit. The variance compared is that of one evaluation on a configuration distributed as $\pi$. The error of a time average along a correlated trajectory also depends on autocorrelations, about which nothing is stated. Under $\bar\pi$ only the mean of the estimator is stated. Continuous state spaces are not treated, and the sums run over all $M!$ permutations, so schemes that average over a subgroup are not included.
